# A homogeneous zero-energy solution times a Gaussian solves the harmonically trapped Schrödinger equation

The Schrödinger equation is read here pointwise on an open set $U\subseteq\mathbb R^n$, as an equality of real numbers at each $x\in U$. Points where an interaction is singular, such as particle coincidences, can thus be left out of $U$. Normalisability, boundary conditions and self-adjointness are not part of the statement, so "energy" means the constant $E$ in the differential equation.

```lean
import Mathlib

namespace ScaleInvariantTrap

noncomputable section

variable {n : ℕ}
```

A configuration is $x=(x_i)$, a function `Fin n → ℝ`; for $N$ particles in $d$ dimensions, $n=Nd$. The partial derivative $\partial_i f$ is the Fréchet derivative applied to the $i$-th unit vector $e_i$, written `Pi.single i 1`.

```lean
/-- The partial derivative of `f` along the `i`-th coordinate. -/
def partialD (i : Fin n) (f : (Fin n → ℝ) → ℝ) (x : Fin n → ℝ) : ℝ :=
  fderiv ℝ f x (Pi.single i 1)
```

The Laplacian is $\Delta f=\sum_i\partial_i\partial_i f$.

```lean
/-- The Laplacian, the sum of the pure second partial derivatives. -/
def laplacian (f : (Fin n → ℝ) → ℝ) (x : Fin n → ℝ) : ℝ :=
  ∑ i, partialD i (partialD i f) x
```

The dilation generator is $Df=\sum_i x_i\,\partial_i f$.

```lean
/-- The generator of dilations, `⟨x, grad f⟩`. -/
def euler (f : (Fin n → ℝ) → ℝ) (x : Fin n → ℝ) : ℝ := ∑ i, x i * partialD i f x
```

The squared length $|x|^2=\sum_i x_i^2$ is written out as a sum, because Lean's built-in norm on this type is the maximum norm.

```lean
/-- The squared Euclidean length of a configuration. -/
def sqNorm (x : Fin n → ℝ) : ℝ := ∑ i, x i * x i
```

For real $w$, let $g(x)=e^{-w|x|^2/2}$.

```lean
/-- The Gaussian `exp (-w |x|² / 2)`. -/
def gaussian (w : ℝ) (x : Fin n → ℝ) : ℝ := Real.exp (-w / 2 * sqNorm x)
```

With $\hbar=m=1$ and equal masses, the Hamiltonian is $H_Vf=-\tfrac12\Delta f+Vf$, where $V$ is any real function.

```lean
/-- The Hamiltonian `-Δ/2 + V` acting on a wave function. -/
def hamiltonian (V f : (Fin n → ℝ) → ℝ) (x : Fin n → ℝ) : ℝ :=
  -laplacian f x / 2 + V x * f x
```

The trap adds an isotropic harmonic term: $V_w=V+\tfrac12w^2|x|^2$. For $w>0$, $w$ is the trap frequency.

```lean
/-- The potential `V` with an added isotropic harmonic term `w² |x|² / 2`. -/
def trapped (w : ℝ) (V : (Fin n → ℝ) → ℝ) (x : Fin n → ℝ) : ℝ :=
  V x + w ^ 2 * sqNorm x / 2
```

`SolvesOn U V E f` says that $H_Vf=Ef$ at every point of $U$. The zero function is not excluded.

```lean
/-- `f` satisfies the stationary Schrödinger equation with potential `V` and energy `E` on `U`. -/
def SolvesOn (U : Set (Fin n → ℝ)) (V : (Fin n → ℝ) → ℝ) (E : ℝ)
    (f : (Fin n → ℝ) → ℝ) : Prop :=
  ∀ x ∈ U, hamiltonian V f x = E * f x
```

## (a) The product rule for one partial derivative

For $f$ and $k$ differentiable at $x$, show that
$$\partial_i(fk)=(\partial_if)\,k+f\,\partial_ik .$$

**Solution.** For $t\neq0$,
$$\frac{(fk)(x+te_i)-(fk)(x)}t=\frac{f(x+te_i)-f(x)}t\,k(x+te_i)+f(x)\,\frac{k(x+te_i)-k(x)}t .$$
Let $t\to0$ and use the continuity of $k$ at $x$. The Lean proof takes the product rule for Fréchet derivatives and evaluates it at $e_i$. In the Lean statements of (a) and (b), the second factor $k$ is called `g`; it is an arbitrary function there, not the Gaussian.

```lean
/-- The product rule for partial derivatives. -/
theorem partialD_mul (i : Fin n) {f g : (Fin n → ℝ) → ℝ} {x : Fin n → ℝ}
    (hf : DifferentiableAt ℝ f x) (hg : DifferentiableAt ℝ g x) :
    partialD i (fun y => f y * g y) x = partialD i f x * g x + f x * partialD i g x := by
  have e : HasFDerivAt (fun y => f y * g y) (f x • fderiv ℝ g x + g x • fderiv ℝ f x) x :=
    hf.hasFDerivAt.mul hg.hasFDerivAt
  unfold partialD
  rw [e.fderiv]
  change f x * fderiv ℝ g x (Pi.single i 1) + g x * fderiv ℝ f x (Pi.single i 1) = _
  ring
```

## (b) The Laplacian of a product

For $f,k\in C^2(U)$, show that on $U$
$$\Delta(fk)=(\Delta f)\,k+2\sum_i\partial_if\,\partial_ik+f\,\Delta k .$$

**Solution.** Since $U$ is open, (a) holds in a neighbourhood of each of its points and can be differentiated again:
$$\partial_i\partial_i(fk)=(\partial_i\partial_if)k+2\,\partial_if\,\partial_ik+f\,\partial_i\partial_ik .$$
Sum over $i$. In the code, `d1` and `d2` supply differentiability of the functions and of their first partials, `e` carries the neighbourhood argument, and `key` is the displayed line.

```lean
/-- The Laplacian of a product of two `C²` functions on an open set. -/
theorem laplacian_mul {U : Set (Fin n → ℝ)} (hU : IsOpen U) {f g : (Fin n → ℝ) → ℝ}
    (hf : ContDiffOn ℝ 2 f U) (hg : ContDiffOn ℝ 2 g U) {x : Fin n → ℝ} (hx : x ∈ U) :
    laplacian (fun y => f y * g y) x = laplacian f x * g x
      + 2 * ∑ i, partialD i f x * partialD i g x + f x * laplacian g x := by
  have d1 : ∀ {k : (Fin n → ℝ) → ℝ}, ContDiffOn ℝ 2 k U → ∀ y ∈ U, DifferentiableAt ℝ k y :=
    fun hk y hy => (hk.contDiffAt (hU.mem_nhds hy)).differentiableAt (by norm_num)
  have d2 : ∀ {k : (Fin n → ℝ) → ℝ}, ContDiffOn ℝ 2 k U → ∀ i,
      DifferentiableAt ℝ (partialD i k) x := fun hk i =>
    (((hk.contDiffAt (hU.mem_nhds hx)).fderiv_right (m := 1)
      one_add_one_eq_two.le).differentiableAt (by norm_num)).clm_apply
      (differentiableAt_const _)
  have key : ∀ i, partialD i (partialD i (fun y => f y * g y)) x
      = partialD i (partialD i f) x * g x + 2 * (partialD i f x * partialD i g x)
        + f x * partialD i (partialD i g) x := by
    intro i
    -- the first-order product rule holds near x, so it may be differentiated again
    have e := (Filter.eventuallyEq_of_mem (hU.mem_nhds hx)
      (fun y hy => partialD_mul i (d1 hf y hy) (d1 hg y hy))).fderiv_eq (𝕜 := ℝ)
    have s : HasFDerivAt (fun y => partialD i f y * g y + f y * partialD i g y)
        (fderiv ℝ (fun y => partialD i f y * g y) x
          + fderiv ℝ (fun y => f y * partialD i g y) x) x :=
      ((d2 hf i).mul (d1 hg x hx)).hasFDerivAt.add ((d1 hf x hx).mul (d2 hg i)).hasFDerivAt
    have t : partialD i (partialD i (fun y => f y * g y)) x
        = partialD i (fun y => partialD i f y * g y) x
          + partialD i (fun y => f y * partialD i g y) x :=
      congrArg (fun A : (Fin n → ℝ) →L[ℝ] ℝ => A (Pi.single i 1)) (e.trans s.fderiv)
    rw [t, partialD_mul i (d2 hf i) (d1 hg x hx), partialD_mul i (d1 hf x hx) (d2 hg i)]
    ring
  simp only [laplacian, key, Finset.sum_add_distrib, Finset.mul_sum, Finset.sum_mul]
```

## (c) Smoothness of the Gaussian

Show that $g\in C^2(\mathbb R^n)$, so that (b) may be used with $k=g$.

**Solution.** The exponent is a polynomial in the coordinates, and the exponential function is smooth; their composition is smooth. The tactic `fun_prop` assembles the same argument.

```lean
/-- The Gaussian is twice continuously differentiable. -/
theorem contDiff_gaussian (w : ℝ) : ContDiff ℝ 2 (gaussian (n := n) w) := by
  change ContDiff ℝ 2 (fun y : Fin n → ℝ => Real.exp (-w / 2 * ∑ i, y i * y i))
  fun_prop
```

## (d) The gradient of the Gaussian

Show that
$$\partial_ig=-w\,x_i\,g .$$

**Solution.** Only the term $x_i^2$ of $|x|^2$ depends on $x_i$, so $\partial_i|x|^2=2x_i$. The chain rule gives $\partial_ig=-\tfrac w2\cdot2x_i\,g$. In Lean, `L` is the derivative of $|x|^2$, and `hL` records its value $2x_i$ on $e_i$.

```lean
/-- The gradient of the Gaussian is `-w x` times the Gaussian. -/
theorem partialD_gaussian (i : Fin n) (w : ℝ) (x : Fin n → ℝ) :
    partialD i (gaussian w) x = -w * x i * gaussian w x := by
  obtain ⟨L, hL, e⟩ : ∃ L : (Fin n → ℝ) →L[ℝ] ℝ, L (Pi.single i 1) = 2 * x i ∧
      HasFDerivAt (fun y : Fin n → ℝ => ∑ j, y j * y j) L x := by
    refine ⟨∑ j, (x j • ContinuousLinearMap.proj (R := ℝ) (φ := fun _ : Fin n => ℝ) j
      + x j • ContinuousLinearMap.proj (R := ℝ) (φ := fun _ : Fin n => ℝ) j), ?_,
      HasFDerivAt.fun_sum fun j _ => (hasFDerivAt_apply j x).mul (hasFDerivAt_apply j x)⟩
    simp [sum_apply, Pi.single_apply, Finset.sum_add_distrib]
    ring
  have g : HasFDerivAt (gaussian w) (gaussian w x • ((-w / 2) • L)) x :=
    (e.const_mul (-w / 2)).exp
  unfold partialD
  rw [g.fderiv]
  change gaussian w x * (-w / 2 * L (Pi.single i 1)) = _
  rw [hL]
  ring
```

## (e) The Laplacian of the Gaussian

Show that
$$\Delta g=(w^2|x|^2-wn)\,g .$$

**Solution.** Apply (a) to the product in (d):
$$\partial_i\partial_ig=-w\,g+(-wx_i)(-wx_i)\,g=(w^2x_i^2-w)\,g .$$
This is `key`; summing over the $n$ coordinates gives the result.

```lean
/-- The Laplacian of the Gaussian in `n` dimensions. -/
theorem laplacian_gaussian (w : ℝ) (x : Fin n → ℝ) :
    laplacian (gaussian w) x = (w ^ 2 * sqNorm x - w * n) * gaussian w x := by
  have key : ∀ i, partialD i (partialD i (gaussian w)) x
      = (w ^ 2 * (x i * x i) - w) * gaussian w x := by
    intro i
    have h1 : partialD i (gaussian w) = fun y => (-w * y i) * gaussian w y :=
      funext fun y => partialD_gaussian i w y
    have hl : HasFDerivAt (fun y : Fin n → ℝ => -w * y i)
        ((-w) • ContinuousLinearMap.proj (R := ℝ) (φ := fun _ : Fin n => ℝ) i) x :=
      (hasFDerivAt_apply i x).const_mul (-w)
    have hl' : partialD i (fun y : Fin n → ℝ => -w * y i) x = -w := by
      unfold partialD
      rw [hl.fderiv]
      simp
    rw [h1, partialD_mul i hl.differentiableAt
      ((contDiff_gaussian w).differentiable (by norm_num) x), hl', partialD_gaussian]
    ring
  simp only [laplacian, key, ← Finset.sum_mul, Finset.sum_sub_distrib, ← Finset.mul_sum,
    Finset.sum_const, Finset.card_univ, Fintype.card_fin, nsmul_eq_mul, sqNorm]
  ring
```

## (f) Moving the Gaussian through the trapped Hamiltonian

For $f\in C^2(U)$, show that on $U$
$$H_{V_w}(fg)=\Big(H_Vf+w\,Df+\frac{wn}2f\Big)g .$$

**Solution.** By (d), the cross term in (b) is $\sum_i\partial_if\,\partial_ig=-w\,g\,Df$, which is `hC` in the code. With (e),
$$-\tfrac12\Delta(fg)=\Big(-\tfrac12\Delta f+w\,Df-\tfrac12w^2|x|^2f+\frac{wn}2f\Big)g .$$
Adding $V_wfg$ cancels the quadratic term and leaves the claim.

```lean
/-- On a Gaussian times `f`, the trapped Hamiltonian acts as the untrapped one plus `w` times the
dilation generator plus the constant `w n / 2`, all applied to `f`, with the result multiplied by
the Gaussian. -/
theorem hamiltonian_gaussian (V : (Fin n → ℝ) → ℝ) (w : ℝ) {U : Set (Fin n → ℝ)}
    (hU : IsOpen U) {f : (Fin n → ℝ) → ℝ} (hf : ContDiffOn ℝ 2 f U)
    {x : Fin n → ℝ} (hx : x ∈ U) :
    hamiltonian (trapped w V) (fun y => f y * gaussian w y) x
      = (hamiltonian V f x + w * euler f x + w * n / 2 * f x) * gaussian w x := by
  -- the cross term is `-w` times the Gaussian times the dilation generator applied to `f`
  have hC : ∑ i, partialD i f x * partialD i (gaussian w) x
      = -w * gaussian w x * euler f x := by
    rw [euler, Finset.mul_sum]
    refine Finset.sum_congr rfl fun i _ => ?_
    rw [partialD_gaussian]
    ring
  simp only [hamiltonian, trapped]
  rw [laplacian_mul hU hf (contDiff_gaussian w).contDiffOn hx, laplacian_gaussian, hC]
  ring
```

## (g) The trapped solution and its energy

Let $h\in C^2(U)$ satisfy $H_Vh=0$ and $Dh=ah$ on $U$, with $a$ real. Show that
$$H_{V_w}(hg)=w\Big(a+\frac n2\Big)hg\quad\text{on }U .$$

**Solution.** Put $f=h$ in (f). The first term vanishes and the second is $wah$, which leaves $(wa+wn/2)hg$.

The hypothesis `hz` is the zero-energy equation, and `hE` is Euler's relation: along any segment of a ray from the origin that stays in $U$, $h$ scales with the power $a$. Both are assumed, not derived from an interaction. For particles with scale-invariant interactions in an isotropic trap, the scaling power thus fixes the energy of this one solution, which is a bound state only if $hg$ is also nonzero, normalisable and compatible with the boundary conditions.

```lean
/-- A zero-energy solution `h` with `⟨x, grad h⟩ = a h`, multiplied by `exp (-w |x|² / 2)`,
solves the Schrödinger equation in the trap with energy `w (a + n/2)`. -/
theorem trapped_solution {V h : (Fin n → ℝ) → ℝ} {U : Set (Fin n → ℝ)} (hU : IsOpen U)
    (hh : ContDiffOn ℝ 2 h U) {a : ℝ} (w : ℝ) (hE : ∀ x ∈ U, euler h x = a * h x)
    (hz : SolvesOn U V 0 h) :
    SolvesOn U (trapped w V) (w * (a + n / 2)) (fun x => h x * gaussian w x) := by
  intro x hx
  change _ = w * (a + n / 2) * (h x * gaussian w x)
  rw [hamiltonian_gaussian V w hU hh hx, hz x hx, hE x hx]
  ring
```

Without Euler's relation the conclusion can fail. Take $n=1$, $V=0$, $U=\mathbb R$, $h=1+x$ and $w\neq0$. Then $H_Vh=0$, but (f) gives $H_{V_w}(hg)=\tfrac w2(1+3x)g$, which is not a constant multiple of $(1+x)g$.

For $n\ge1$, $w>0$ and $h$ not identically zero on $U$, identity (f) also yields a second nonzero solution, by a calculation that the code does not contain. Set $c=a+n/2$ and $f=(w|x|^2-c)h$, with $h$ as in (g). Then $H_Vf=-2wc\,h$ and $Df=\big(w(a+2)|x|^2-ca\big)h$, so $H_{V_w}(fg)=w(c+2)fg$: the energy is higher by $2w$. When both solutions are bound states, the step from the first to the second is a breathing excitation.

## (h) Recovering the scaling relation from the energy

Let $h\in C^2(U)$ satisfy $H_Vh=0$ on $U$, and let $w\neq0$. Show that
$$H_{V_w}(hg)=w\Big(a+\frac n2\Big)hg\ \text{ on }U\iff Dh=ah\ \text{ on }U .$$

**Solution.** The direction from right to left is (g). For the other, (f) turns the trapped equation into
$$w\Big(Dh+\frac n2h\Big)g=w\Big(a+\frac n2\Big)hg,\qquad\text{so}\qquad wg\,(Dh-ah)=0 .$$
Since $w\neq0$ and $g>0$, the factor $wg$ can be cancelled; `hg` and `mul_left_cancel₀` do this. At $w=0$ the left-hand equation is just $H_Vh=0$, which $h=1+x$ in the example of (g), with $n=1$, $V=0$ and $U=\mathbb R$, satisfies without obeying Euler's relation for any $a$.

```lean
/-- For a zero-energy solution `h` and `w ≠ 0`, the Gaussian times `h` solves the trapped
equation with energy `w (a + n/2)` exactly when `⟨x, grad h⟩ = a h`. -/
theorem trapped_solution_iff {V h : (Fin n → ℝ) → ℝ} {U : Set (Fin n → ℝ)} (hU : IsOpen U)
    (hh : ContDiffOn ℝ 2 h U) {a w : ℝ} (hw : w ≠ 0) (hz : SolvesOn U V 0 h) :
    SolvesOn U (trapped w V) (w * (a + n / 2)) (fun x => h x * gaussian w x)
      ↔ ∀ x ∈ U, euler h x = a * h x := by
  refine ⟨fun H x hx => ?_, fun hE => trapped_solution hU hh w hE hz⟩
  have H' : hamiltonian (trapped w V) (fun y => h y * gaussian w y) x
      = w * (a + n / 2) * (h x * gaussian w x) := H x hx
  rw [hamiltonian_gaussian V w hU hh hx, hz x hx] at H'
  -- the Gaussian never vanishes, so it can be cancelled
  have hg : w * gaussian w x ≠ 0 := mul_ne_zero hw (Real.exp_pos _).ne'
  apply mul_left_cancel₀ hg
  linear_combination H'

end

end ScaleInvariantTrap
```

```lean
#print axioms ScaleInvariantTrap.trapped_solution_iff
```

```
'ScaleInvariantTrap.trapped_solution_iff' depends on axioms: [propext, Classical.choice, Quot.sound]
```
